# With distinct orbital energies one density minimises tr(FP), and a zero DIIS commutator need not identify it

Let $F$ be a complex Fock matrix in an orthonormal basis of $d$ spin-orbitals. In Lean, `n` is the finite set of labels and $d$ is `Fintype.card n`. An $N$-electron density is a matrix $P$ with $P^\dagger=P$, $P^2=P$ and $\operatorname{tr}P=N$, hence an orthogonal projector of rank $N$.

```lean
import Mathlib

open Matrix

namespace AufbauCertificate

noncomputable section

variable {n : Type*} [Fintype n] [DecidableEq n] {F P Q : Matrix n n ℂ} {N : ℕ}

/-- An `N`-electron idempotent density matrix: an orthogonal projector of trace `N`. -/
structure IsDensity (N : ℕ) (P : Matrix n n ℂ) : Prop where
  herm : P.IsHermitian
  idem : P * P = P
  trace_eq : P.trace = N
```

The energy is $E(P)=\operatorname{Re}\operatorname{tr}(FP)$; for Hermitian $F$ and $P$ the trace is already real. $F$ is held fixed, so $E$ is a non-interacting energy and not the Hartree–Fock total energy. The DIIS commutator is $FP-PF$, and its vanishing is written `F * P = P * F`.

```lean
/-- The energy, defined as the real part of `tr(FP)`. -/
def energy (F P : Matrix n n ℂ) : ℝ := (F * P).trace.re
```

From here on $F$ is Hermitian, which is the hypothesis `hF` in Lean. The columns of the unitary matrix $U$ (`orbitals hF`) are eigenvectors of $F$, with energies $\varepsilon_i$ (`hF.eigenvalues i`). For a set $S$ of occupied orbitals let $x_i=1$ if $i\in S$ and $x_i=0$ otherwise. The projector of the corresponding Slater determinant is $P_S=U\,\mathrm{diag}(x)\,U^\dagger$, called `determinant hF S`.

```lean
/-- The matrix whose columns are orthonormal eigenvectors (orbitals) of `F`. -/
def orbitals (hF : F.IsHermitian) : Matrix n n ℂ := hF.eigenvectorUnitary

/-- The projector onto the orbitals of `F` listed in the set `S`. -/
def determinant (hF : F.IsHermitian) (S : Finset n) : Matrix n n ℂ :=
  orbitals hF * diagonal (fun i => if i ∈ S then (1 : ℂ) else 0) * (orbitals hF)ᴴ
```

## Hermitian F: real energies and orthonormal orbitals

Hermiticity gives $F=U\,\mathrm{diag}(\varepsilon)\,U^\dagger$. With $R=U^\dagger PU$, cyclicity of the trace yields
$$E(P)=\operatorname{Re}\operatorname{tr}(\mathrm{diag}(\varepsilon)R)=\sum_i\varepsilon_i\operatorname{Re}R_{ii}.$$
`orbitals_spec` supplies the decomposition, `IsDensity.conj` shows that $R$ is again a density, and `energy_eq_sum` is the displayed formula.

Distinct real eigenvalues alone would not be enough. The matrix $\begin{pmatrix}0&1\\0&1\end{pmatrix}$ has eigenvalues 0 and 1, but its eigenvectors are not orthogonal, and no one-electron density commutes with it.

```lean
/-- The orbitals are orthonormal and complete, and they diagonalise `F`. -/
theorem orbitals_spec (hF : F.IsHermitian) :
    (orbitals hF)ᴴ * orbitals hF = 1 ∧ orbitals hF * (orbitals hF)ᴴ = 1 ∧
    F = orbitals hF * diagonal (fun i => (hF.eigenvalues i : ℂ)) * (orbitals hF)ᴴ := by
  refine ⟨mem_unitaryGroup_iff'.mp hF.eigenvectorUnitary.2,
    mem_unitaryGroup_iff.mp hF.eigenvectorUnitary.2, ?_⟩
  have h := hF.spectral_theorem
  rw [Unitary.conjStarAlgAut_apply] at h
  exact h

/-- A unitary change of basis turns an `N`-electron density into another one. -/
theorem IsDensity.conj {V : Matrix n n ℂ} (hV : V * Vᴴ = 1) (h : IsDensity N P) :
    IsDensity N (Vᴴ * P * V) where
  herm := isHermitian_conjTranspose_mul_mul V h.herm
  idem := by
    calc Vᴴ * P * V * (Vᴴ * P * V) = Vᴴ * P * (V * Vᴴ) * P * V := by simp only [mul_assoc]
      _ = Vᴴ * (P * P) * V := by rw [hV]; simp only [mul_one, mul_assoc]
      _ = Vᴴ * P * V := by rw [h.idem]
  trace_eq := by
    rw [trace_mul_comm, ← mul_assoc, hV, one_mul, h.trace_eq]

/-- The energy is the sum of orbital energies weighted by the orbital occupations of `P`. -/
theorem energy_eq_sum (hF : F.IsHermitian) (P : Matrix n n ℂ) :
    energy F P =
      ∑ i, hF.eigenvalues i * (((orbitals hF)ᴴ * P * orbitals hF) i i).re := by
  have h : (F * P).trace = (diagonal (fun i => (hF.eigenvalues i : ℂ)) *
      ((orbitals hF)ᴴ * P * orbitals hF)).trace := by
    refine (congrArg (fun M => (M * P).trace) (orbitals_spec hF).2.2).trans ?_
    simp only [mul_assoc]
    rw [trace_mul_comm]
    simp only [mul_assoc]
  rw [energy, h]
  simp only [trace, diag_apply, diagonal_mul, Complex.re_sum, Complex.re_ofReal_mul]
```

## Hermitian, idempotent P: the Pauli bound

These conditions describe a single determinant, and they keep each occupation between 0 and 1. Since $R^2=R=R^\dagger$,
$$R_{ii}=\sum_j R_{ij}R_{ji}=\sum_j|R_{ij}|^2\ge R_{ii}^2,$$
so $0\le R_{ii}\le1$. If $R_{ii}$ is 0 or 1, then $R_{ii}=R_{ii}^2$ and the other terms of the row vanish. Occupations equal to $x_i$ therefore force $R=\mathrm{diag}(x)$. These two steps are `occupation_eq` and `eq_diagonal`, stated for a density `Q`; the latter treats diagonal and off-diagonal entries separately.

Without idempotency, take $F=\mathrm{diag}(0,1)$ and $P=\mathrm{diag}(1+t,-t)$. The trace stays 1 while $E(P)=-t$ has no lower bound. Without Hermiticity of $P$, the idempotent $\begin{pmatrix}1+t&1+t\\-t&-t\end{pmatrix}$ does the same.

```lean
omit [DecidableEq n] in
/-- An occupation number of a density is the sum of squared moduli along its row. -/
theorem occupation_eq (hQ : IsDensity N Q) (i : n) :
    (Q i i).re = ∑ j, Complex.normSq (Q i j) := by
  have h := congrFun (congrFun hQ.idem i) i
  rw [mul_apply] at h
  rw [← congrArg Complex.re h, Complex.re_sum]
  refine Finset.sum_congr rfl fun j _ => ?_
  rw [← hQ.herm.apply j i]
  simp [Complex.normSq_apply, Complex.mul_re]

/-- A density whose occupations are one on `S` and zero elsewhere is diagonal. -/
theorem eq_diagonal (hQ : IsDensity N Q) {S : Finset n}
    (h : ∀ i, (Q i i).re = if i ∈ S then 1 else 0) :
    Q = diagonal (fun i => if i ∈ S then (1 : ℂ) else 0) := by
  ext i j
  have hs : (Q i i).re * (Q i i).re = (Q i i).re := by
    rw [h i]; split_ifs <;> norm_num
  have ho := occupation_eq hQ i
  by_cases hij : i = j
  · subst hij
    have hle : Complex.normSq (Q i i) ≤ ∑ k, Complex.normSq (Q i k) :=
      Finset.single_le_sum (f := fun k => Complex.normSq (Q i k))
        (fun k _ => Complex.normSq_nonneg _) (Finset.mem_univ i)
    rw [← ho, Complex.normSq_apply] at hle
    have him : (Q i i).im = 0 :=
      mul_self_eq_zero.mp (le_antisymm (by linarith) (mul_self_nonneg _))
    rw [diagonal_apply_eq]
    apply Complex.ext
    · rw [h i]; split_ifs <;> simp
    · rw [him]; split_ifs <;> simp
  · -- the diagonal entry already exhausts the row sum
    have hle : ∑ k ∈ {i, j}, Complex.normSq (Q i k) ≤ ∑ k, Complex.normSq (Q i k) :=
      Finset.sum_le_sum_of_subset_of_nonneg (Finset.subset_univ _)
        (fun k _ _ => Complex.normSq_nonneg _)
    rw [Finset.sum_pair hij, ← ho, Complex.normSq_apply (Q i i)] at hle
    rw [diagonal_apply_ne _ hij]
    exact Complex.normSq_eq_zero.mp (le_antisymm
      (by linarith [mul_self_nonneg (Q i i).im]) (Complex.normSq_nonneg _))
```

Conversely, every $S$ gives a density. Because $x_i^2=x_i$, $P_S$ is idempotent; because diagonal matrices commute,
$$FP_S=U\,\mathrm{diag}(\varepsilon_ix_i)\,U^\dagger=P_SF.$$
Its energy is $\sum_{i\in S}\varepsilon_i$. `determinant_spec` collects these facts for any choice of $S$, aufbau or not.

```lean
/-- Any choice `S` of occupied orbitals gives a density with vanishing DIIS commutator, whose
energy is the sum of the occupied orbital energies. -/
theorem determinant_spec (hF : F.IsHermitian) (S : Finset n) :
    IsDensity S.card (determinant hF S) ∧
    F * determinant hF S = determinant hF S * F ∧
    energy F (determinant hF S) = ∑ i ∈ S, hF.eigenvalues i := by
  obtain ⟨h1, h2, h3⟩ := orbitals_spec hF
  refine ⟨?_, ?_, ?_⟩
  · have hD : IsDensity S.card (diagonal (fun i => if i ∈ S then (1 : ℂ) else 0)) := by
      refine ⟨?_, ?_, by simp [trace_diagonal]⟩
      · rw [IsHermitian, diagonal_conjTranspose]
        congr 1; funext i
        by_cases h : i ∈ S <;> simp [h]
      · rw [diagonal_mul_diagonal]
        congr 1; funext i
        by_cases h : i ∈ S <;> simp [h]
    have h := hD.conj (V := (orbitals hF)ᴴ) (by rw [conjTranspose_conjTranspose, h1])
    rw [conjTranspose_conjTranspose] at h
    exact h
  · have key : ∀ A B : Matrix n n ℂ, (orbitals hF * A * (orbitals hF)ᴴ) *
        (orbitals hF * B * (orbitals hF)ᴴ) = orbitals hF * (A * B) * (orbitals hF)ᴴ := by
      intro A B
      calc _ = orbitals hF * A * ((orbitals hF)ᴴ * orbitals hF) * B * (orbitals hF)ᴴ := by
            simp only [mul_assoc]
        _ = _ := by rw [h1]; simp only [mul_one, mul_assoc]
    refine (congrArg (· * determinant hF S) h3).trans (Eq.trans ?_
      (congrArg (determinant hF S * ·) h3.symm))
    refine (key _ _).trans (Eq.trans ?_ (key _ _).symm)
    rw [diagonal_mul_diagonal, diagonal_mul_diagonal]
    congr 3; funext i; exact mul_comm _ _
  · have h : (orbitals hF)ᴴ * determinant hF S * orbitals hF =
        diagonal (fun i => if i ∈ S then (1 : ℂ) else 0) := by
      rw [determinant, mul_assoc, mul_assoc, h1, mul_one, ← mul_assoc, h1, one_mul]
    rw [energy_eq_sum hF, h]
    simp [apply_ite Complex.re]
```

## A gap between occupied and empty orbitals

The hypothesis `hgap` says that $\varepsilon_i<\varepsilon_a$ for all $i\in S$ and $a\notin S$. Choose a Fermi level $\mu$ strictly between the two groups; if one group is empty, $\mu$ need only lie on the correct side of the other. For a density with $N=|S|$ electrons, $\sum_iR_{ii}=\sum_ix_i$, so
$$E(P)-E(P_S)=\sum_i(\varepsilon_i-\mu)(R_{ii}-x_i).$$
For $i\in S$ both factors are at most zero, and for $i\notin S$ both are at least zero. A vanishing sum makes every term vanish, and since $\varepsilon_i\ne\mu$, all $R_{ii}=x_i$. Then $R=\mathrm{diag}(x)$ and $P=P_S$. Every other density lies strictly higher, whether or not it commutes with $F$.

In `aufbau_strict`, `hdiff` is the displayed identity and `hterm` the sign argument. The proof then assumes that there is no strict inequality, derives `hocc` (all occupations equal $x_i$) and contradicts $P\ne P_S$.

If the gap closes, uniqueness can fail: for $F=1$, $d=2$, $N=1$, every density commutes with $F$ and has energy 1. Degeneracy within the occupied or within the empty group does no harm to this lemma.

```lean
/-- If every orbital in `S` lies below every orbital outside `S`, then filling `S` gives strictly
less energy than any other density with the same number of electrons. -/
theorem aufbau_strict (hF : F.IsHermitian) {S : Finset n}
    (hgap : ∀ i ∈ S, ∀ a ∉ S, hF.eigenvalues i < hF.eigenvalues a)
    (hP : IsDensity S.card P) (hne : P ≠ determinant hF S) :
    energy F (determinant hF S) < energy F P := by
  obtain ⟨h1, h2, -⟩ := orbitals_spec hF
  -- a Fermi level between occupied and empty orbitals
  obtain ⟨μ, hlo, hhi⟩ := Order.exists_between_finsets
    (S.image hF.eigenvalues) (Sᶜ.image hF.eigenvalues) (by
      intro x hx y hy
      obtain ⟨i, hi, rfl⟩ := Finset.mem_image.mp hx
      obtain ⟨a, ha, rfl⟩ := Finset.mem_image.mp hy
      exact hgap i hi a (Finset.mem_compl.mp ha))
  have hQ := hP.conj h2
  have hE := energy_eq_sum hF P
  have hback : P = orbitals hF * ((orbitals hF)ᴴ * P * orbitals hF) * (orbitals hF)ᴴ := by
    rw [mul_assoc, mul_assoc, h2, mul_one, ← mul_assoc, h2, one_mul]
  generalize (orbitals hF)ᴴ * P * orbitals hF = R at hQ hE hback
  have hsum : ∑ i, (R i i).re = S.card := by
    simpa [trace] using congrArg Complex.re hQ.trace_eq
  have hx : ∑ i, (if i ∈ S then (1 : ℝ) else 0) = S.card := by simp
  have hS : ∑ i ∈ S, hF.eigenvalues i =
      ∑ i, hF.eigenvalues i * (if i ∈ S then (1 : ℝ) else 0) := by simp
  have hdiff : ∑ i, (hF.eigenvalues i - μ) * ((R i i).re - if i ∈ S then (1 : ℝ) else 0) =
      energy F P - energy F (determinant hF S) := by
    have h : ∑ i, (hF.eigenvalues i - μ) * ((R i i).re - if i ∈ S then (1 : ℝ) else 0) =
        ∑ i, hF.eigenvalues i * (R i i).re
        - ∑ i, hF.eigenvalues i * (if i ∈ S then (1 : ℝ) else 0)
        - μ * ∑ i, (R i i).re + μ * ∑ i, (if i ∈ S then (1 : ℝ) else 0) := by
      rw [Finset.mul_sum, Finset.mul_sum, ← Finset.sum_sub_distrib,
        ← Finset.sum_sub_distrib, ← Finset.sum_add_distrib]
      exact Finset.sum_congr rfl fun i _ => by ring
    rw [h, hsum, hx, hE, (determinant_spec hF S).2.2, hS]
    ring
  have hlow : ∀ i ∈ S, hF.eigenvalues i < μ := fun i hi =>
    hlo _ (Finset.mem_image_of_mem _ hi)
  have hhigh : ∀ i ∉ S, μ < hF.eigenvalues i := fun i hi =>
    hhi _ (Finset.mem_image_of_mem _ (Finset.mem_compl.mpr hi))
  have hterm : ∀ i ∈ Finset.univ,
      0 ≤ (hF.eigenvalues i - μ) * ((R i i).re - if i ∈ S then (1 : ℝ) else 0) := by
    intro i _
    have ho := occupation_eq hQ i
    have h0 : 0 ≤ (R i i).re := by
      rw [ho]; exact Finset.sum_nonneg fun j _ => Complex.normSq_nonneg _
    have hle : Complex.normSq (R i i) ≤ ∑ k, Complex.normSq (R i k) :=
      Finset.single_le_sum (f := fun k => Complex.normSq (R i k))
        (fun k _ => Complex.normSq_nonneg _) (Finset.mem_univ i)
    rw [← ho, Complex.normSq_apply] at hle
    have hq : (R i i).re ≤ 1 := by nlinarith [mul_self_nonneg (R i i).im]
    by_cases hi : i ∈ S
    · rw [if_pos hi]
      nlinarith [mul_nonneg (sub_nonneg.mpr (hlow i hi).le) (sub_nonneg.mpr hq)]
    · rw [if_neg hi, sub_zero]
      exact mul_nonneg (sub_nonneg.mpr (hhigh i hi).le) h0
  by_contra hcon
  -- without an energy gain every term vanishes, which fixes all occupations
  have hzero := (Finset.sum_eq_zero_iff_of_nonneg hterm).mp
    (le_antisymm (by rw [hdiff]; linarith) (Finset.sum_nonneg hterm))
  have hocc : ∀ i, (R i i).re = if i ∈ S then 1 else 0 := by
    intro i
    have hμ : hF.eigenvalues i - μ ≠ 0 := by
      by_cases hi : i ∈ S
      · exact (sub_neg.mpr (hlow i hi)).ne
      · exact (sub_pos.mpr (hhigh i hi)).ne'
    exact sub_eq_zero.mp ((mul_eq_zero.mp (hzero i (Finset.mem_univ i))).resolve_left hμ)
  apply hne
  rw [hback, eq_diagonal hQ hocc, determinant]
```

## Distinct eigenvalues and N ≤ d

Distinct eigenvalues, `Function.Injective hF.eigenvalues`, exclude degenerate orbitals and so provide a gap at every filling. Starting from the empty set, one adds the lowest empty orbital $N$ times; distinctness makes it strictly lower than those left over. This is the induction in `exists_aufbau_set`. The condition $N\le d$ ensures that an empty orbital remains at each step; for $N>d$ there is no density at all, since a projector's rank is at most $d$.

```lean
/-- If the orbital energies are distinct and `N` is at most the number of orbitals, some set of `N`
orbitals lies strictly below all the others. -/
theorem exists_aufbau_set {e : n → ℝ} (he : Function.Injective e) (hN : N ≤ Fintype.card n) :
    ∃ S : Finset n, S.card = N ∧ ∀ i ∈ S, ∀ a ∉ S, e i < e a := by
  induction N with
  | zero => exact ⟨∅, by simp, by simp⟩
  | succ N ih =>
    obtain ⟨S, hc, hgap⟩ := ih (by omega)
    have hne : (Sᶜ).Nonempty := by
      rw [← Finset.card_pos, Finset.card_compl]; omega
    -- add the lowest orbital that is still empty
    obtain ⟨a, ha, hmin⟩ := Finset.exists_min_image Sᶜ e hne
    have ha' : a ∉ S := Finset.mem_compl.mp ha
    refine ⟨insert a S, by rw [Finset.card_insert_of_notMem ha', hc], ?_⟩
    intro i hi b hb
    rw [Finset.mem_insert, not_or] at hb
    rcases Finset.mem_insert.mp hi with h | h
    · rw [h]
      exact lt_of_le_of_ne (hmin b (Finset.mem_compl.mpr hb.2)) fun h' => hb.1 (he h'.symm)
    · exact hgap i h b hb.2
```

The first uniqueness theorem says that exactly one commuting density minimises $E$ over all $N$-electron densities. The second compares only commuting densities and again finds exactly one minimiser. It follows from the first, because a minimiser among commuting densities is no higher than the global one, which itself commutes.

In a closed-shell restricted calculation the spin-orbital energies come in equal pairs, one for each spin, so the full spin-orbital matrix does not have distinct eigenvalues. `aufbau_strict` still applies to it if the highest occupied level lies below the lowest empty one. The theorems with distinct eigenvalues can be applied instead to the spatial Fock matrix, if its eigenvalues are distinct, with $N$ the number of doubly occupied orbitals.

```lean
/-- For a Hermitian `F` with distinct eigenvalues and `N` at most the dimension, exactly one of
the `N`-electron densities commuting with `F` minimises `tr(FP)` over all `N`-electron densities. -/
theorem existsUnique_minimiser (hF : F.IsHermitian)
    (hd : Function.Injective hF.eigenvalues) (hN : N ≤ Fintype.card n) :
    ∃! P : Matrix n n ℂ, (IsDensity N P ∧ F * P = P * F) ∧
      ∀ Q, IsDensity N Q → energy F P ≤ energy F Q := by
  obtain ⟨S, rfl, hgap⟩ := exists_aufbau_set hd hN
  obtain ⟨h1, h2, -⟩ := determinant_spec hF S
  refine ⟨determinant hF S, ⟨⟨h1, h2⟩, fun Q hQ => ?_⟩, ?_⟩
  · by_cases h : Q = determinant hF S
    · rw [h]
    · exact (aufbau_strict hF hgap hQ h).le
  · rintro P ⟨⟨hP, -⟩, hmin⟩
    by_contra h
    exact absurd (hmin _ h1) (not_le_of_gt (aufbau_strict hF hgap hP h))

/-- For a Hermitian `F` with distinct eigenvalues, exactly one `N`-electron density minimises
`tr(FP)` among those with vanishing DIIS commutator, if `N` is at most the dimension. -/
theorem existsUnique_stationary_minimiser (hF : F.IsHermitian)
    (hd : Function.Injective hF.eigenvalues) (hN : N ≤ Fintype.card n) :
    ∃! P : Matrix n n ℂ, (IsDensity N P ∧ F * P = P * F) ∧
      ∀ Q, IsDensity N Q → F * Q = Q * F → energy F P ≤ energy F Q := by
  obtain ⟨P, ⟨hP, hmin⟩, huniq⟩ := existsUnique_minimiser hF hd hN
  refine ⟨P, ⟨hP, fun Q hQ _ => hmin Q hQ⟩, ?_⟩
  rintro R ⟨hR, hRmin⟩
  exact huniq R ⟨hR, fun Q hQ => (hRmin P hP.1 hP.2).trans (hmin Q hQ)⟩
```

## At least one electron and one empty orbital

For $0<N<d$ the aufbau set $S$ has an occupied orbital $i$ and an empty orbital $a$. Promoting one electron from $i$ to $a$ gives another determinant, still with zero commutator, and raises the energy by $\varepsilon_a-\varepsilon_i>0$. In `commutator_not_certificate`, `P` is this promoted density and `Q` the aufbau one; the new set is `insert a (S.erase i)`.

The smallest case is $d=2$, $N=1$, $F=\mathrm{diag}(0,1)$: both $\mathrm{diag}(1,0)$ and $\mathrm{diag}(0,1)$ commute with $F$, with energies 0 and 1. At $N=0$ or $N=d$ the only density is $0$ or $1$, so there is nothing to promote.

For an SCF calculation this means that, with the current $F$ held fixed and nondegenerate, a zero DIIS residual leaves the occupation of the lowest orbitals to be checked separately. The theorems do not address the dependence of $F$ on $P$ or the convergence of the iteration.

```lean
/-- For a Hermitian `F` with distinct eigenvalues and `0 < N < Fintype.card n`, some `N`-electron
density has vanishing DIIS commutator and yet does not minimise `tr(FP)`. -/
theorem commutator_not_certificate (hF : F.IsHermitian)
    (hd : Function.Injective hF.eigenvalues) (h0 : 0 < N) (hN : N < Fintype.card n) :
    ∃ P Q : Matrix n n ℂ, IsDensity N P ∧ F * P = P * F ∧
      IsDensity N Q ∧ energy F Q < energy F P := by
  obtain ⟨S, rfl, hgap⟩ := exists_aufbau_set hd hN.le
  obtain ⟨i, hi⟩ := Finset.card_pos.mp h0
  have hne : (Sᶜ).Nonempty := by
    rw [← Finset.card_pos, Finset.card_compl]; omega
  obtain ⟨a, ha⟩ := hne
  have ha' : a ∉ S := Finset.mem_compl.mp ha
  have hae : a ∉ S.erase i := fun h => ha' (Finset.mem_of_mem_erase h)
  -- promote one electron from orbital `i` to orbital `a`
  have hcard : (insert a (S.erase i)).card = S.card := by
    rw [Finset.card_insert_of_notMem hae, Finset.card_erase_of_mem hi]; omega
  obtain ⟨h1, h2, h3⟩ := determinant_spec hF (insert a (S.erase i))
  obtain ⟨g1, -, g3⟩ := determinant_spec hF S
  rw [hcard] at h1
  refine ⟨_, _, h1, h2, g1, ?_⟩
  rw [h3, g3, Finset.sum_insert hae, ← Finset.add_sum_erase S hF.eigenvalues hi]
  linarith [hgap i hi a ha']

end

end AufbauCertificate
```

```lean
#print axioms AufbauCertificate.existsUnique_stationary_minimiser
-- 'AufbauCertificate.existsUnique_stationary_minimiser' depends on axioms: [propext, Classical.choice, Quot.sound]
#print axioms AufbauCertificate.commutator_not_certificate
-- 'AufbauCertificate.commutator_not_certificate' depends on axioms: [propext, Classical.choice, Quot.sound]
```
